# Mean field overestimates the half-coverage slope of two repelling adsorption sites

Take two equivalent sites, each empty or occupied, with activity \(z=3\) and a pair repulsion \(u\) such that \(e^{-u/T}=1/9\), where the temperature \(T\) is in energy units. The empty, two singly occupied and full configurations have weights \(1,3,3,1\), hence probabilities \(1/8,3/8,3/8,1/8\). The mean particle number is 1, so the coverage is one half. The slope of coverage against \(\ln z\) is half the variance of the particle number, here \(1/8\). Without repulsion, at \(z=1\), the four weights are equal and the slope is \(1/4\).

At fixed half coverage, repulsion favours single occupation and so suppresses number fluctuations. Mean field replaces the neighbour by its average occupation and, at this repulsion, gives the larger slope \(1/(4+2\ln 3)\approx0.161\).

## The exact coverage and its slope

```lean
import Mathlib

open Finset

namespace TwoSiteAdsorption

noncomputable section

/-- Gibbs weight of the configuration with occupations `a` and `b` (each 0 or 1), at activity `z`,
pair energy `u` and temperature `T ≠ 0` in energy units. -/
def weight (u T z : ℝ) (a b : Fin 2) : ℝ :=
  z ^ (a.val + b.val) * Real.exp (-(u * (a.val : ℝ) * (b.val : ℝ)) / T)
```

`Fin 2` holds the occupations 0 and 1, and `.val` reads them as numbers. The weight is \(z^{a+b}e^{-uab/T}\). The activity contains the chemical potential and the single-site adsorption energy; \(u\) is the extra energy when both sites are filled.

```lean
/-- Exact coverage: the grand-canonical average of the occupation per site, for `T ≠ 0` and
a nonzero partition function (in particular for `z > 0`). -/
def coverage (u T z : ℝ) : ℝ :=
  (∑ a : Fin 2, ∑ b : Fin 2, ((a.val : ℝ) + (b.val : ℝ)) / 2 * weight u T z a b) /
    ∑ a : Fin 2, ∑ b : Fin 2, weight u T z a b
```

This is the grand-canonical average of \((a+b)/2\): a weighted sum divided by the partition function.

```lean
/-- The value of `ln z` that the mean-field isotherm with equal average occupations of the two sites
assigns to the coverage `s`, for `0 < s < 1` and `T ≠ 0`. -/
def mfLogActivity (u T s : ℝ) : ℝ := Real.log (s / (1 - s)) + u * s / T
```

The mean field used here assigns both sites the same average occupation \(s\), so a particle gets the energy \(us\) from its neighbour. For \(u>4T\), a mean field with separate occupations for the two sites also has half-coverage solutions in which they differ; these are not considered here. The isotherm, solved for \(\ln z\), is

\[F(s)=\ln\frac{s}{1-s}+\frac{us}{T}.\]

```lean
/-- The function `t` of `ln z` is a mean-field coverage: it lies strictly between 0 and 1 and
solves the mean-field isotherm at every `ln z`, for `T ≠ 0`. -/
def IsMeanFieldCoverage (u T : ℝ) (t : ℝ → ℝ) : Prop :=
  ∀ x, 0 < t x ∧ t x < 1 ∧ mfLogActivity u T (t x) = x
```

A mean-field coverage is a function \(t\) with \(0<t(x)<1\) and \(F(t(x))=x\) for every real \(x=\ln z\). Neither continuity nor differentiability is assumed.

```lean
/-- The exact coverage in closed form, after summing over the four configurations. -/
theorem coverage_eq (u T z : ℝ) : coverage u T z =
    (z + z ^ 2 * Real.exp (-u / T)) / (1 + 2 * z + z ^ 2 * Real.exp (-u / T)) := by
  unfold coverage
  congr 1 <;> simp [weight, Fin.sum_univ_two] <;> ring
```

With \(q=z^2e^{-u/T}\), the weight of the full configuration, the four terms give

\[\theta=\frac{z+q}{1+2z+q}.\]

Lean unfolds the sums and finishes with `ring`.

```lean
/-- The exact coverage is one half precisely when `ln z = u/(2T)`. -/
theorem coverage_half_iff (u T x : ℝ) :
    coverage u T (Real.exp x) = 1 / 2 ↔ x = u / (2 * T) := by
  have key : Real.exp x ^ 2 * Real.exp (-u / T) = Real.exp (2 * x - u / T) := by
    rw [pow_two, ← Real.exp_add, ← Real.exp_add]
    congr 1
    ring
  have e : u / (2 * T) = u / T / 2 := by ring
  rw [coverage_eq, div_eq_iff (by positivity), key, e]
  constructor
  · intro h
    have h1 : Real.exp (2 * x - u / T) = 1 := by linarith
    have h2 := (Real.exp_eq_one_iff _).1 h1
    linarith
  · intro h
    have h0 : 2 * x - u / T = 0 := by linarith
    rw [h0, Real.exp_zero]
    ring
```

The symbol `↔` means "if and only if". Setting \(\theta=1/2\) gives \(2z+2q=1+2z+q\), so \(q=1\). Since \(q=e^{2x-u/T}\), this means \(x=u/(2T)\).

```lean
/-- At half coverage the exact slope of coverage against `ln z` is `1/(2 + 2 exp(u/(2T)))`. -/
theorem exact_slope (u T x : ℝ) (h : coverage u T (Real.exp x) = 1 / 2) :
    HasDerivAt (fun y => coverage u T (Real.exp y))
      (1 / (2 + 2 * Real.exp (u / (2 * T)))) x := by
  have hx := (coverage_half_iff u T x).1 h
  -- at half coverage the empty and the full configuration have equal weight
  have k : Real.exp x * Real.exp x * Real.exp (-u / T) = 1 := by
    have h0 : x + x + -u / T = 0 := by rw [hx]; ring
    rw [← Real.exp_add, ← Real.exp_add, h0, Real.exp_zero]
  have hf : (fun y => coverage u T (Real.exp y)) = fun y =>
      (Real.exp y + Real.exp y * Real.exp y * Real.exp (-u / T)) /
        (1 + 2 * Real.exp y + Real.exp y * Real.exp y * Real.exp (-u / T)) := by
    funext y
    rw [coverage_eq, pow_two]
  have hE := Real.hasDerivAt_exp x
  have hq := (hE.fun_mul hE).mul_const (Real.exp (-u / T))
  have hn := (hE.fun_add hq).congr_deriv
    (show _ = Real.exp x + 2 by linear_combination 2 * k)
  have hd := (((hE.const_mul 2).const_add 1).fun_add hq).congr_deriv
    (show _ = 2 * Real.exp x + 2 by linear_combination 2 * k)
  rw [hf, ← hx]
  refine (hn.fun_div hd (by positivity)).congr_deriv ?_
  simp only [k]
  rw [div_eq_div_iff (by positivity) (by positivity)]
  ring
```

`HasDerivAt f c x` says that \(f\) is differentiable at \(x\) with derivative \(c\). Differentiation with respect to \(x=\ln z\) gives \(z'=z\) and \(q'=2q\). At half coverage \(q=1\) (the step `k`), so the numerator \(z+1\) has derivative \(z+2\), and the denominator \(2z+2\) has derivative \(2z+2\). The quotient rule yields

\[\theta'=\frac{(z+2)-(z+1)}{2z+2}=\frac1{2+2e^{u/(2T)}}.\]

## The mean-field isotherm and its slope

```lean
/-- For `0 < s < 1` the mean-field `ln z` has slope `1/(s(1-s)) + u/T` against coverage. -/
theorem mfLogActivity_hasDerivAt (u T s : ℝ) (h0 : 0 < s) (h1 : s < 1) :
    HasDerivAt (mfLogActivity u T) (1 / (s * (1 - s)) + u / T) s := by
  have hs : s ≠ 0 := h0.ne'
  have hs1 : 1 - s ≠ 0 := (sub_pos.2 h1).ne'
  have h : HasDerivAt (mfLogActivity u T) _ s :=
    (((hasDerivAt_id' s).fun_div ((hasDerivAt_id' s).const_sub 1) hs1).log
      (div_ne_zero hs hs1)).fun_add (((hasDerivAt_id' s).const_mul u).div_const T)
  refine h.congr_deriv ?_
  have hnum : 1 * (1 - s) - s * (-1) = 1 := by ring
  rw [hnum, mul_one]
  congr 1
  field_simp
```

The logarithm contributes \(1/s+1/(1-s)=1/(s(1-s))\), and the interaction contributes \(u/T\).

```lean
/-- For `u ≥ 0` and `T > 0`, raising the coverage from `a` to `b` within (0,1) raises the
mean-field `ln z` by at least `b - a`. -/
theorem mfLogActivity_gap {u T a b : ℝ} (hu : 0 ≤ u) (hT : 0 < T) (ha : 0 < a)
    (hab : a ≤ b) (hb : b < 1) : b - a ≤ mfLogActivity u T b - mfLogActivity u T a := by
  have hb0 : 0 < b := ha.trans_le hab
  have h1 := Real.log_le_sub_one_of_pos (div_pos ha hb0)
  rw [Real.log_div ha.ne' hb0.ne'] at h1
  have h2 : a / b ≤ a - b + 1 := by
    rw [div_le_iff₀ hb0]
    nlinarith [mul_nonneg (sub_nonneg.2 hab) (sub_pos.2 hb).le]
  have h3 : Real.log (1 - b) ≤ Real.log (1 - a) :=
    Real.log_le_log (by linarith) (by linarith)
  have h4 : u * a / T ≤ u * b / T := by gcongr
  unfold mfLogActivity
  rw [Real.log_div hb0.ne' (by linarith), Real.log_div ha.ne' (by linarith)]
  linarith
```

For \(0<a\le b<1\), the inequality \(\ln y\le y-1\) at \(y=a/b\) gives

\[\ln b-\ln a\ge 1-\frac ab=\frac{b-a}{b}\ge b-a.\]

The remaining terms, \(-\ln(1-s)\) and \(us/T\), do not decrease with \(s\). Hence \(F(b)-F(a)\ge b-a\).

```lean
/-- For `u ≥ 0` and `T > 0` there is exactly one mean-field coverage as a function of `ln z`. -/
theorem existsUnique_meanField {u T : ℝ} (hu : 0 ≤ u) (hT : 0 < T) :
    ∃! t, IsMeanFieldCoverage u T t := by
  -- without interaction the isotherm is solved explicitly
  have lang : ∀ y : ℝ, ∃ s : ℝ, 0 < s ∧ s < 1 ∧ Real.log (s / (1 - s)) = y := by
    intro y
    have hp : 0 < 1 + Real.exp y := by positivity
    have h1 : 1 - Real.exp y / (1 + Real.exp y) = 1 / (1 + Real.exp y) := by
      rw [eq_div_iff hp.ne', sub_mul, div_mul_cancel₀ _ hp.ne']
      ring
    refine ⟨Real.exp y / (1 + Real.exp y), by positivity, (div_lt_one hp).2 (by linarith), ?_⟩
    rw [h1, div_div_div_cancel_right₀ hp.ne', div_one, Real.log_exp]
  have ex : ∀ x : ℝ, ∃ s : ℝ, 0 < s ∧ s < 1 ∧ mfLogActivity u T s = x := by
    intro x
    obtain ⟨a, ha0, ha1, ha⟩ := lang (x - u / T)
    obtain ⟨b, hb0, hb1, hb⟩ := lang x
    have hc : 0 ≤ u / T := div_nonneg hu hT.le
    have hFa : mfLogActivity u T a ≤ x := by
      have h1 : u / T * a ≤ u / T := mul_le_of_le_one_right hc ha1.le
      have h2 : u * a / T = u / T * a := by ring
      unfold mfLogActivity
      linarith
    have hFb : x ≤ mfLogActivity u T b := by
      have h1 : 0 ≤ u * b / T := by positivity
      unfold mfLogActivity
      linarith
    have hab : a ≤ b := by
      by_contra hlt
      have hlt' := not_le.1 hlt
      have := mfLogActivity_gap hu hT hb0 hlt'.le ha1
      linarith
    -- the two explicit solutions bracket the interacting one
    have hcont : ContinuousOn (mfLogActivity u T) (Set.Icc a b) := fun s hs =>
      (mfLogActivity_hasDerivAt u T s (ha0.trans_le hs.1)
        (hs.2.trans_lt hb1)).continuousAt.continuousWithinAt
    obtain ⟨s, hs, hsx⟩ := intermediate_value_Icc hab hcont ⟨hFa, hFb⟩
    exact ⟨s, ha0.trans_le hs.1, hs.2.trans_lt hb1, hsx⟩
  choose t ht using ex
  refine ⟨t, ht, fun r hr => funext fun x => ?_⟩
  obtain ⟨r0, r1, r2⟩ := hr x
  obtain ⟨t0, t1, t2⟩ := ht x
  rcases le_total (r x) (t x) with h | h
  · have := mfLogActivity_gap hu hT r0 h t1
    linarith
  · have := mfLogActivity_gap hu hT t0 h r1
    linarith
```

`∃!` means "there is exactly one". For \(u=0\) the isotherm is solved by \(s=e^y/(1+e^y)\) at \(\ln z=y\). Let \(a\) and \(b\) be these values at \(y=x-u/T\) and \(y=x\). Then

\[F(a)=x-\frac uT(1-a)\le x\le x+\frac{ub}{T}=F(b).\]

The gap inequality rules out \(b<a\), and the intermediate value theorem supplies a solution between them. Two solutions at the same \(x\) coincide, again by the gap inequality.

```lean
/-- For `u ≥ 0` and `T > 0` the mean-field coverage is one half precisely when
`ln z = u/(2T)`. -/
theorem meanField_half_iff {u T : ℝ} (hu : 0 ≤ u) (hT : 0 < T) {t : ℝ → ℝ}
    (ht : IsMeanFieldCoverage u T t) (x : ℝ) : t x = 1 / 2 ↔ x = u / (2 * T) := by
  have hF : mfLogActivity u T (1 / 2) = u / (2 * T) := by
    have h1 : (1 / 2 : ℝ) / (1 - 1 / 2) = 1 := by norm_num
    unfold mfLogActivity
    rw [h1, Real.log_one]
    ring
  obtain ⟨t0, t1, t2⟩ := ht x
  constructor
  · intro h
    rw [← hF, ← h, t2]
  · intro h
    rcases le_total (t x) (1 / 2) with hl | hl
    · have := mfLogActivity_gap hu hT t0 hl (by norm_num)
      linarith
    · have := mfLogActivity_gap hu hT (by norm_num) hl t1
      linarith
```

Because \(F(1/2)=u/(2T)\), half coverage forces this value of \(x\). Conversely, at this \(x\) the gap inequality leaves only \(t(x)=1/2\). Both models therefore reach half coverage at the same activity.

```lean
/-- For `u ≥ 0` and `T > 0` the mean-field slope of coverage against `ln z` at half coverage
is `1/(4 + u/T)`. -/
theorem meanField_slope {u T : ℝ} (hu : 0 ≤ u) (hT : 0 < T) {t : ℝ → ℝ}
    (ht : IsMeanFieldCoverage u T t) {x : ℝ} (h : t x = 1 / 2) :
    HasDerivAt t (1 / (4 + u / T)) x := by
  have hc : ContinuousAt t x := by
    rw [Metric.continuousAt_iff]
    refine fun ε hε => ⟨ε, hε, fun y hy => lt_of_le_of_lt ?_ hy⟩
    obtain ⟨x0, x1, x2⟩ := ht x
    obtain ⟨y0, y1, y2⟩ := ht y
    rw [Real.dist_eq, Real.dist_eq]
    rcases le_total (t x) (t y) with hl | hl
    · have g := mfLogActivity_gap hu hT x0 hl y1
      rw [x2, y2] at g
      rw [abs_of_nonneg (sub_nonneg.2 hl)]
      exact g.trans (le_abs_self _)
    · have g := mfLogActivity_gap hu hT y0 hl x1
      rw [x2, y2] at g
      rw [abs_sub_comm (t y), abs_sub_comm y, abs_of_nonneg (sub_nonneg.2 hl)]
      exact g.trans (le_abs_self _)
  have hd : HasDerivAt (mfLogActivity u T) (4 + u / T) (t x) := by
    rw [h]
    exact (mfLogActivity_hasDerivAt u T (1 / 2) (by norm_num) (by norm_num)).congr_deriv
      (by norm_num)
  have hne : 4 + u / T ≠ 0 := by positivity
  -- slope of the inverse function
  rw [one_div]
  exact HasDerivAt.of_local_left_inverse hc hd hne
    (Filter.Eventually.of_forall fun y => (ht y).2.2)
```

The gap inequality gives \(|t(y)-t(x)|\le|y-x|\), so \(t\) is continuous. Since \(F'(1/2)=4+u/T\) is nonzero, the inverse function rule gives the slope \(1/(4+u/T)\).

## The two slopes compared

```lean
/-- For `u ≥ 0` and `T > 0`, the slopes of coverage against `ln z` at half coverage are
`1/(2 + 2 exp(u/(2T)))` exactly and `1/(4 + u/T)` in mean field; the mean-field slope is
strictly larger if `u > 0`, and the two are equal if `u = 0`. -/
theorem meanField_overestimates_slope {u T : ℝ} (hu : 0 ≤ u) (hT : 0 < T) {t : ℝ → ℝ}
    (ht : IsMeanFieldCoverage u T t) {x y : ℝ}
    (hx : coverage u T (Real.exp x) = 1 / 2) (hy : t y = 1 / 2) :
    HasDerivAt (fun w => coverage u T (Real.exp w))
      (1 / (2 + 2 * Real.exp (u / (2 * T)))) x ∧
    HasDerivAt t (1 / (4 + u / T)) y ∧
    (0 < u → 1 / (2 + 2 * Real.exp (u / (2 * T))) < 1 / (4 + u / T)) ∧
    (u = 0 → 1 / (2 + 2 * Real.exp (u / (2 * T))) = 1 / (4 + u / T)) := by
  refine ⟨exact_slope u T x hx, meanField_slope hu hT ht hy, fun hpos => ?_, fun h => ?_⟩
  · have hne : u / (2 * T) ≠ 0 := by positivity
    have h1 := Real.add_one_lt_exp hne
    have h2 : u / T = 2 * (u / (2 * T)) := by ring
    exact one_div_lt_one_div_of_lt (by positivity) (by linarith)
  · rw [h, zero_div, zero_div, Real.exp_zero]
    norm_num

end

end TwoSiteAdsorption
```

The hypotheses place `x` and `y` at exact and mean-field half coverage. The conclusion, joined by `∧` ("and"), states both derivatives and their comparison. With \(v=u/(2T)>0\), the strict inequality \(e^v>1+v\) gives

\[2+2e^v>4+2v=4+\frac uT,\]

and taking reciprocals makes the mean-field slope larger. At \(u=0\) both slopes are \(1/4\).

When computed adsorption energies are fed into a mean-field isotherm, this two-site model shows how neglected correlations can exaggerate the response of coverage to chemical potential. The comparison concerns half coverage and non-attractive pairs only, not extended surfaces.

```lean
#print axioms TwoSiteAdsorption.existsUnique_meanField
-- 'TwoSiteAdsorption.existsUnique_meanField' depends on axioms: [propext, Classical.choice, Quot.sound]
#print axioms TwoSiteAdsorption.meanField_half_iff
-- 'TwoSiteAdsorption.meanField_half_iff' depends on axioms: [propext, Classical.choice, Quot.sound]
#print axioms TwoSiteAdsorption.meanField_overestimates_slope
-- 'TwoSiteAdsorption.meanField_overestimates_slope' depends on axioms: [propext, Classical.choice, Quot.sound]
```
